# Continuity of the improved NEB tangent for segments with positive overlap and energies not all equal

In a nudged elastic band (NEB) calculation, the local tangent sets the line along which the spring force acts on an image and the component of the true force that is removed. If the tangent jumps under a tiny change of energy, so in general does the NEB force, and the optimiser may drive the image back and forth. Always taking the segment towards the higher neighbour produces such a jump at an energy extremum, when the two neighbours exchange order and the two segments differ in direction.

The Henkelman-Jonsson rule mixes the segments there. For fixed segments with positive inner product, its normalised tangent is continuous in the three image energies wherever these are not all equal.

Let $p=R_{i+1}-R_i$ and $q=R_i-R_{i-1}$ be the forward and backward segments, and let $a,v,b$ be the energies of the previous, current and next image. Thus `v` is an energy, not a vector. The segments live in any real inner product space `E`, for instance the space of all atomic coordinates.

```lean
import Mathlib

open Filter Topology
open scoped InnerProductSpace

namespace ImprovedNEBTangent

noncomputable section

variable {E : Type*} [NormedAddCommGroup E] [InnerProductSpace ℝ E]

/-- The Henkelman-Jonsson tangent before normalisation, for forward segment `p`, backward
segment `q` and energies `a`, `v`, `b` of the previous, current and next image. -/
def hjTangent (p q : E) (a v b : ℝ) : E :=
  if a < v ∧ v < b then p
  else if b < v ∧ v < a then q
  else if a < b then max |b - v| |a - v| • p + min |b - v| |a - v| • q
  else min |b - v| |a - v| • p + max |b - v| |a - v| • q
```

`hjTangent` is not yet normalised; `direction` does that.

```lean
/-- The normalised vector `x / ‖x‖`, meant for `x ≠ 0`. -/
def direction (x : E) : E := ‖x‖⁻¹ • x
```

## One weighted sum behind the case rule

Write $x^+=\max(x,0)$ and set

$$\alpha=(b-v)^++(v-a)^+,\qquad \beta=(a-v)^++(v-b)^+ .$$

```lean
/-- Weight of the forward segment: the energy rises into the next image and out of the
previous one, each counted only if positive. -/
def forwardWeight (a v b : ℝ) : ℝ := max (b - v) 0 + max (v - a) 0

/-- Weight of the backward segment: the energy drops from the previous image and to the
next one, each counted only if positive. -/
def backwardWeight (a v b : ℝ) : ℝ := max (a - v) 0 + max (v - b) 0
```

On a rising stretch $\alpha p+\beta q=(b-a)p$, and on a falling one it is $(a-b)q$. At a minimum it is $(b-v)p+(a-v)q$, at a maximum $(v-a)p+(v-b)q$. In both extremal cases the larger weight goes to the segment towards the higher neighbour, as the rule prescribes. The sum is therefore always a positive multiple $c$ of the tangent, and normalisation removes $c$.

```lean
/-- Where the energy rises along the band, the tangent is the forward segment. -/
theorem hjTangent_rising (p q : E) {a v b : ℝ} (h1 : a < v) (h2 : v < b) :
    hjTangent p q a v b = p := by
  rw [hjTangent, if_pos (And.intro h1 h2)]

/-- Where the energy falls along the band, the tangent is the backward segment. -/
theorem hjTangent_falling (p q : E) {a v b : ℝ} (h1 : b < v) (h2 : v < a) :
    hjTangent p q a v b = q := by
  have hn : ¬(a < v ∧ v < b) := fun h => lt_asymm h.1 h2
  rw [hjTangent, if_neg hn, if_pos (And.intro h1 h2)]
```

The next proof follows these cases, with $c=b-a$, $c=a-b$ and $c=1$. Images level with a neighbour count as extrema.

```lean
/-- The case rule for the tangent agrees, up to a positive factor, with one weighted sum of
the two segments. -/
theorem weighted_eq_pos_smul (p q : E) (a v b : ℝ) :
    ∃ c : ℝ, 0 < c ∧
      forwardWeight a v b • p + backwardWeight a v b • q = c • hjTangent p q a v b := by
  unfold forwardWeight backwardWeight
  by_cases h1 : a < v ∧ v < b
  · obtain ⟨h, h'⟩ := h1
    refine ⟨b - a, by linarith, ?_⟩
    rw [hjTangent_rising p q h h', max_eq_left (sub_nonneg.2 h'.le),
      max_eq_left (sub_nonneg.2 h.le), max_eq_right (sub_nonpos.2 h.le),
      max_eq_right (sub_nonpos.2 h'.le)]
    module
  by_cases h2 : b < v ∧ v < a
  · obtain ⟨h, h'⟩ := h2
    refine ⟨a - b, by linarith, ?_⟩
    rw [hjTangent_falling p q h h', max_eq_right (sub_nonpos.2 h.le),
      max_eq_right (sub_nonpos.2 h'.le), max_eq_left (sub_nonneg.2 h'.le),
      max_eq_left (sub_nonneg.2 h.le)]
    module
  -- the remaining images are minima or maxima, possibly level with a neighbour
  have hext : (v ≤ a ∧ v ≤ b) ∨ (a ≤ v ∧ b ≤ v) := by
    rcases le_or_gt v a with h | h
    · rcases le_or_gt v b with h' | h'
      · exact Or.inl ⟨h, h'⟩
      · exact Or.inr ⟨not_lt.1 (fun k => h2 ⟨h', k⟩), h'.le⟩
    · exact Or.inr ⟨h.le, not_lt.1 (fun k => h1 ⟨h, k⟩)⟩
  refine ⟨1, one_pos, ?_⟩
  rw [hjTangent, if_neg h1, if_neg h2]
  rcases hext with ⟨h, h'⟩ | ⟨h, h'⟩
  · rw [abs_of_nonneg (sub_nonneg.2 h'), abs_of_nonneg (sub_nonneg.2 h),
      max_eq_left (sub_nonneg.2 h'), max_eq_right (sub_nonpos.2 h),
      max_eq_left (sub_nonneg.2 h), max_eq_right (sub_nonpos.2 h')]
    split_ifs with hab
    · have k : a - v ≤ b - v := by linarith
      rw [max_eq_left k, min_eq_right k]
      module
    · have k : b - v ≤ a - v := by linarith [not_lt.1 hab]
      rw [max_eq_right k, min_eq_left k]
      module
  · rw [abs_of_nonpos (sub_nonpos.2 h'), abs_of_nonpos (sub_nonpos.2 h),
      max_eq_right (sub_nonpos.2 h'), max_eq_left (sub_nonneg.2 h),
      max_eq_right (sub_nonpos.2 h), max_eq_left (sub_nonneg.2 h')]
    split_ifs with hab
    · have k : -(b - v) ≤ -(a - v) := by linarith
      rw [max_eq_right k, min_eq_left k]
      module
    · have k : -(a - v) ≤ -(b - v) := by linarith [not_lt.1 hab]
      rw [max_eq_left k, min_eq_right k]
      module

/-- The normalised tangent is the normalised weighted sum of the two segments. -/
theorem direction_hjTangent (p q : E) (a v b : ℝ) :
    direction (hjTangent p q a v b) =
      direction (forwardWeight a v b • p + backwardWeight a v b • q) := by
  obtain ⟨c, hc, h⟩ := weighted_eq_pos_smul p q a v b
  rw [h, direction, direction, norm_smul, Real.norm_of_nonneg hc.le, smul_smul, mul_inv,
    mul_right_comm, inv_mul_cancel₀ hc.ne', one_mul]
```

## Segments that do not fold back

Physically, $\langle p,q\rangle>0$ says that the band turns by less than a right angle at the image. The argument needs only $\langle p,q\rangle>-\|p\|\|q\|$: both segments are non-zero and the band does not double back exactly on itself.

This keeps the tangent from vanishing before normalisation. Suppose $sp+tq=0$ with $s,t\ge0$ and $s+t>0$. Pairing with $p$ and with $q$ gives

$$s\|p\|^2+t\langle p,q\rangle=0,\qquad s\langle p,q\rangle+t\|q\|^2=0 .$$

Multiply the first by $\|q\|$, the second by $\|p\|$, and add:

$$(s\|p\|+t\|q\|)(\|p\|\|q\|+\langle p,q\rangle)=0 .$$

Both factors are positive, a contradiction. In Lean, `h1` and `h2` are the two pairings, and `linear_combination` forms the product.

```lean
/-- If two segments are non-zero and not antiparallel, a sum of them with non-negative
weights, not both zero, does not vanish. -/
theorem combination_ne_zero {p q : E} (hfold : -(‖p‖ * ‖q‖) < ⟪p, q⟫_ℝ) {s t : ℝ}
    (hs : 0 ≤ s) (ht : 0 ≤ t) (hst : 0 < s + t) : s • p + t • q ≠ 0 := by
  intro h
  have hp : 0 < ‖p‖ := by
    rw [norm_pos_iff]
    rintro rfl
    simp at hfold
  have hq : 0 < ‖q‖ := by
    rw [norm_pos_iff]
    rintro rfl
    simp at hfold
  -- pair the vanishing sum with each segment
  have h1 : ⟪p, s • p + t • q⟫_ℝ = 0 := by rw [h, inner_zero_right]
  have h2 : ⟪s • p + t • q, q⟫_ℝ = 0 := by rw [h, inner_zero_left]
  rw [inner_add_right, real_inner_smul_right, real_inner_smul_right,
    real_inner_self_eq_norm_sq] at h1
  rw [inner_add_left, real_inner_smul_left, real_inner_smul_left,
    real_inner_self_eq_norm_sq] at h2
  have hpos : 0 < s * ‖p‖ + t * ‖q‖ := by
    rcases hs.eq_or_lt with h0 | h0
    · have ht' : 0 < t := by linarith
      linarith [mul_pos ht' hq, mul_nonneg hs hp.le]
    · linarith [mul_pos h0 hp, mul_nonneg ht hq.le]
  have hc : 0 < ‖p‖ * ‖q‖ + ⟪p, q⟫_ℝ := by linarith
  have hz : (s * ‖p‖ + t * ‖q‖) * (‖p‖ * ‖q‖ + ⟪p, q⟫_ℝ) = 0 := by
    linear_combination ‖q‖ * h1 + ‖p‖ * h2
  exact (mul_pos hpos hc).ne' hz
```

The strict inequality cannot be weakened to $\ge$. Take $q=-p\neq0$ at a maximum with $a=b<v$. For $a$ slightly below $b$ the normalised tangent is $p/\|p\|$; for $a$ slightly above, it is $-p/\|p\|$.

## Energies that are not all equal

Three equal image energies give no uphill direction, even if the energy varies between the images. By hand, the condition enters through

$$\alpha+\beta=|b-v|+|v-a|,$$

which is positive unless $a=v=b$. When it is positive and the segments are non-zero and not antiparallel, $\alpha p+\beta q\neq0$. Since $\alpha$ and $\beta$ are continuous, so is the quotient by the norm.

The general theorem lets segments and energies depend continuously on a point of a space `X`, such as the configuration of the whole band. There `hsum` is the positivity of $\alpha+\beta$, and `hnz` the non-vanishing sum.

```lean
/-- If segments and energies vary continuously, so does the normalised tangent, wherever the
segments are non-zero and not antiparallel and the three energies are not all equal. -/
theorem continuousAt_tangent {X : Type*} [TopologicalSpace X] {p q : X → E}
    {a v b : X → ℝ} {x : X} (hp : ContinuousAt p x) (hq : ContinuousAt q x)
    (ha : ContinuousAt a x) (hv : ContinuousAt v x) (hb : ContinuousAt b x)
    (hfold : -(‖p x‖ * ‖q x‖) < ⟪p x, q x⟫_ℝ) (hne : ¬(a x = v x ∧ v x = b x)) :
    ContinuousAt (fun y => direction (hjTangent (p y) (q y) (a y) (v y) (b y))) x := by
  simp_rw [direction_hjTangent]
  have m : ∀ f : X → ℝ, ContinuousAt f x → ContinuousAt (fun y => max (f y) 0) x :=
    fun f hf => Filter.Tendsto.max hf tendsto_const_nhds
  have w1 : ContinuousAt (fun y => forwardWeight (a y) (v y) (b y)) x :=
    (m _ (hb.sub hv)).add (m _ (hv.sub ha))
  have w2 : ContinuousAt (fun y => backwardWeight (a y) (v y) (b y)) x :=
    (m _ (ha.sub hv)).add (m _ (hv.sub hb))
  have hT := (w1.smul hp).add (w2.smul hq)
  -- the weights cannot both vanish
  have hsum : 0 < forwardWeight (a x) (v x) (b x) + backwardWeight (a x) (v x) (b x) := by
    by_contra hcon
    unfold forwardWeight backwardWeight at hcon
    have l1 := le_max_left (b x - v x) 0
    have l2 := le_max_left (v x - a x) 0
    have l3 := le_max_left (a x - v x) 0
    have l4 := le_max_left (v x - b x) 0
    have r1 := le_max_right (b x - v x) 0
    have r2 := le_max_right (v x - a x) 0
    have r3 := le_max_right (a x - v x) 0
    have r4 := le_max_right (v x - b x) 0
    exact hne ⟨by linarith, by linarith⟩
  have hnz := combination_ne_zero hfold
    (add_nonneg (le_max_right (b x - v x) 0) (le_max_right (v x - a x) 0))
    (add_nonneg (le_max_right (a x - v x) 0) (le_max_right (v x - b x) 0)) hsum
  exact (hT.norm.inv₀ (norm_ne_zero_iff.2 hnz)).smul hT
```

Holding the segments constant gives the statement for energies alone; `hfold` follows from the positive inner product.

```lean
/-- For fixed segments with `⟪p, q⟫ > 0`, the normalised Henkelman-Jonsson tangent is
continuous in the three image energies wherever these are not all equal. -/
theorem continuousOn_energies {p q : E} (hpq : 0 < ⟪p, q⟫_ℝ) :
    ContinuousOn (fun V : ℝ × ℝ × ℝ => direction (hjTangent p q V.1 V.2.1 V.2.2))
      {V | ¬(V.1 = V.2.1 ∧ V.2.1 = V.2.2)} := by
  intro V hV
  have hfold : -(‖p‖ * ‖q‖) < ⟪p, q⟫_ℝ := by
    linarith [mul_nonneg (norm_nonneg p) (norm_nonneg q)]
  exact (continuousAt_tangent (p := fun _ : ℝ × ℝ × ℝ => p) (q := fun _ => q)
    (a := fun V => V.1) (v := fun V => V.2.1) (b := fun V => V.2.2)
    continuousAt_const continuousAt_const (by fun_prop) (by fun_prop) (by fun_prop)
    hfold hV).continuousWithinAt
```

At equal energies, suppose the normalised segments differ. The energies $(u-t,u,u+t)$ with $t\to0^+$ give $p$, and $(u+t,u,u-t)$ give $q$. The proof takes these two paths, with slopes $1$ and $-1$, and uses uniqueness of limits. The limit excludes the point itself, so no value assigned there repairs the jump.

```lean
/-- If the normalised segments differ, the normalised tangent has no limit as the three
energies approach a common value `u`. -/
theorem no_limit_at_equal_energies {p q : E} (hpq : direction p ≠ direction q)
    (u : ℝ) (e : E) :
    ¬ Tendsto (fun V : ℝ × ℝ × ℝ => direction (hjTangent p q V.1 V.2.1 V.2.2))
      (𝓝[≠] (u, u, u)) (𝓝 e) := by
  intro h
  -- approach the common value along energy profiles of slope `s`
  have path : ∀ s : ℝ, s ≠ 0 → Tendsto (fun t : ℝ => ((u - s * t, u, u + s * t) : ℝ × ℝ × ℝ))
      (𝓝[>] 0) (𝓝[≠] (u, u, u)) := by
    intro s hs
    refine tendsto_nhdsWithin_iff.2 ⟨?_, ?_⟩
    · have c : Continuous (fun t : ℝ => ((u - s * t, u, u + s * t) : ℝ × ℝ × ℝ)) := by
        fun_prop
      exact (c.tendsto' 0 (u, u, u) (by simp)).mono_left nhdsWithin_le_nhds
    · filter_upwards [self_mem_nhdsWithin] with t ht
      intro heq
      have h3 : u + s * t = u :=
        congrArg (fun V : ℝ × ℝ × ℝ => V.2.2) (Set.mem_singleton_iff.1 heq)
      have ht' : 0 < t := ht
      exact mul_ne_zero hs ht'.ne' (by linarith)
  have h1 : e = direction p := by
    refine tendsto_nhds_unique (h.comp (path 1 one_ne_zero))
      (Filter.Tendsto.congr' ?_ tendsto_const_nhds)
    filter_upwards [self_mem_nhdsWithin] with t ht
    have ht' : 0 < t := ht
    have k : hjTangent p q (u - 1 * t) u (u + 1 * t) = p :=
      hjTangent_rising p q (by linarith) (by linarith)
    exact (congrArg direction k).symm
  have h2 : e = direction q := by
    refine tendsto_nhds_unique (h.comp (path (-1) (by norm_num)))
      (Filter.Tendsto.congr' ?_ tendsto_const_nhds)
    filter_upwards [self_mem_nhdsWithin] with t ht
    have ht' : 0 < t := ht
    have k : hjTangent p q (u - (-1) * t) u (u + (-1) * t) = q :=
      hjTangent_falling p q (by linarith) (by linarith)
    exact (congrArg direction k).symm
  exact hpq (h1.symm.trans h2)

end

end ImprovedNEBTangent
```

```lean
#print axioms ImprovedNEBTangent.continuousOn_energies
-- 'ImprovedNEBTangent.continuousOn_energies' depends on axioms: [propext, Classical.choice, Quot.sound]
#print axioms ImprovedNEBTangent.no_limit_at_equal_energies
-- 'ImprovedNEBTangent.no_limit_at_equal_energies' depends on axioms: [propext, Classical.choice, Quot.sound]
```

## An image near the top of the barrier

At each iteration of NEB with this tangent and without a climbing image, the program compares the energies, forms the tangent, normalises it, projects the true force and directs the spring force along the tangent. Let $v=1.00$ and $b=0.80$ eV, and let $a$ rise from $0.79$ to $0.81$ eV. The unnormalised tangent goes from $0.21\,p+0.20\,q$ to $0.19\,p+0.20\,q$, passing through equal weights at $a=b$. The higher neighbour has changed, but for segments with positive inner product the direction has barely turned.

For a band with continuous energies, this removes the tangent as a source of force jumps at images where the segments have positive inner product and the three energies are not all equal. The step from there to a converging optimisation is a separate matter: a continuous tangent can still turn quickly when the energy differences are small.
